# An operator that intertwines the same positive power of two unipotent operators intertwines the operators themselves

Here an operator is unipotent if it is the identity plus a nilpotent operator. The theorem `intertwine_of_pow` says that if `U` and `V` are unipotent and `U ^ m * X = X * V ^ m` for some `m ≥ 1`, then already `U * X = X * V`. The operators are elements of any ring that is an algebra over the rationals; `U` and `V` need not commute, and `X` need not be invertible. The proof regards left multiplication by `U` and right multiplication by `V` as two commuting unipotent linear maps on the algebra. Their `m`-th powers agree at `X`, so by the preceding lemma, `apply_eq_of_pow_apply_eq`, the maps themselves agree there.

This version doesn't compile in Lean 4 with Mathlib:

```lean
import Mathlib

open Finset

namespace IntertwineOfPow

variable {A : Type*} [Ring A]

/-- An operator is unipotent if it differs from the identity by a nilpotent operator. -/
def IsUnipotent (U : A) : Prop := IsNilpotent (U - 1)

/-- The product of two commuting unipotent operators is unipotent. -/
theorem IsUnipotent.mul {a b : A} (ha : IsUnipotent a) (hb : IsUnipotent b)
    (hc : Commute a b) : IsUnipotent (a * b) := by
  have h1 : Commute (a - 1) b := hc.sub_left (Commute.one_left b)
  have h2 : IsNilpotent ((a - 1) * b) := by
    obtain ⟨n, hn⟩ := ha
    exact ⟨n, by rw [h1.mul_pow, hn, zero_mul]⟩
  have h3 : Commute ((a - 1) * b) (b - 1) :=
    (h1.mul_left (Commute.refl b)).sub_right (Commute.one_right _)
  have e : a * b - 1 = (a - 1) * b + (b - 1) := by noncomm_ring
  unfold IsUnipotent
  rw [e]
  exact h3.isNilpotent_add h2 hb

/-- Every power of a unipotent operator is unipotent. -/
theorem IsUnipotent.pow {a : A} (ha : IsUnipotent a) (k : ℕ) : IsUnipotent (a ^ k) := by
  induction k with
  | zero => exact ⟨1, by simp⟩
  | succ k ih =>
    rw [pow_succ]
    exact ih.mul ha ((Commute.refl a).pow_left k)

variable [Algebra ℚ A]

/-- For commuting unipotent `L` and `R` and `m ≥ 1`, the cofactor of `L - R` in
`L ^ m - R ^ m` is invertible. -/
theorem isUnit_cofactor {L R : A} (hL : IsUnipotent L) (hR : IsUnipotent R)
    (hc : Commute L R) {m : ℕ} (hm : m ≠ 0) :
    IsUnit (∑ i ∈ range m, L ^ i * R ^ (m - 1 - i)) := by
  have hcc : ∀ i j k l : ℕ, Commute (L ^ i * R ^ j) (L ^ k * R ^ l) := fun i j k l =>
    Commute.mul_left (((Commute.refl L).pow_pow i k).mul_right (hc.pow_pow i l))
      ((hc.symm.pow_pow j k).mul_right ((Commute.refl R).pow_pow j l))
  -- each of the `m` terms is the identity plus a nilpotent
  have hnil : IsNilpotent (∑ i ∈ range m, (L ^ i * R ^ (m - 1 - i) - 1)) :=
    Commute.isNilpotent_sum
      (fun i _ => (hL.pow i).mul (hR.pow (m - 1 - i)) (hc.pow_pow _ _))
      (fun i j _ _ => ((hcc _ _ _ _).sub_left (Commute.one_left _)).sub_right
        (Commute.one_right _))
  have hu : IsUnit (m : A) := by
    have h := (IsUnit.mk0 (m : ℚ) (Nat.cast_ne_zero.mpr hm)).map (algebraMap ℚ A)
    rwa [map_natCast] at h
  have e : ∑ i ∈ range m, L ^ i * R ^ (m - 1 - i)
      = (m : A) + ∑ i ∈ range m, (L ^ i * R ^ (m - 1 - i) - 1) := by
    rw [Finset.sum_sub_distrib]
    simp
  rw [e]
  exact hnil.isUnit_add_left_of_commute hu (Nat.commute_cast _ m)

/-- On a vector space over `ℚ`, if the `m`-th powers (`m ≥ 1`) of two commuting unipotent linear
maps agree on a vector, then the maps themselves agree on it. -/
theorem apply_eq_of_pow_apply_eq {E : Type*} [AddCommGroup E] [Module ℚ E]
    {L R : Module.End ℚ E} (hL : IsUnipotent L) (hR : IsUnipotent R) (hc : Commute L R)
    {m : ℕ} (hm : m ≠ 0) {x : E} (h : (L ^ m) x = (R ^ m) x) : L x = R x := by
  obtain ⟨S, hS⟩ := isUnit_cofactor hL hR hc hm
  have hx : (L ^ m - R ^ m) x = 0 := by rw [LinearMap.sub_apply, h, sub_self]
  rw [← hc.geom_sum₂_mul, ← hS, Module.End.mul_apply] at hx
  -- cancel the invertible cofactor
  have h0 : (L - R) x = 0 := by
    calc (L - R) x = ((↑S⁻¹ * ↑S : Module.End ℚ E)) ((L - R) x) := by
          rw [Units.inv_mul]; rfl
      _ = (↑S⁻¹ : Module.End ℚ E) ((S : Module.End ℚ E) ((L - R) x)) := rfl
      _ = 0 := by rw [hx, map_zero]
  exact sub_eq_zero.mp h0

/-- An operator `X` that intertwines the `m`-th powers (`m ≥ 1`) of two unipotent operators
intertwines the operators themselves. -/
theorem intertwine_of_pow {U V X : A} (hU : IsUnipotent U) (hV : IsUnipotent V)
    {m : ℕ} (hm : m ≠ 0) (h : U ^ m * X = X * V ^ m) : U * X = X * V := by
  -- left and right multiplications commute, whether or not `U` and `V` do
  have hL : IsUnipotent (A := Module.End ℚ A) (LinearMap.mulLeft ℚ U) := by
    obtain ⟨n, hn⟩ := hU
    refine ⟨n, ?_⟩
    have e : (LinearMap.mulLeft ℚ U - 1 : Module.End ℚ A) = LinearMap.mulLeft ℚ (U - 1) :=
      LinearMap.ext fun x => by simp [sub_mul]
    rw [e, LinearMap.pow_mulLeft, hn]
    exact LinearMap.ext fun x => by simp
  have hR : IsUnipotent (A := Module.End ℚ A) (LinearMap.mulRight ℚ V) := by
    obtain ⟨n, hn⟩ := hV
    refine ⟨n, ?_⟩
    have e : (LinearMap.mulRight ℚ V - 1 : Module.End ℚ A) = LinearMap.mulRight ℚ (V - 1) :=
      LinearMap.ext fun x => by simp [mul_sub]
    rw [e, LinearMap.pow_mulRight, hn]
    exact LinearMap.ext fun x => by simp
  have key := apply_eq_of_pow_apply_eq hL hR (LinearMap.commute_mulLeft_right ℚ U V) hm
    (x := X) (by rw [LinearMap.pow_mulLeft, LinearMap.pow_mulRight]; simpa using h)
  simpa using key

end IntertwineOfPow
```

The error:

```
Main.lean:95:80: error: Application type mismatch: The argument
  U
has type
  A
of sort `Type u_1` but is expected to have type
  Type
of sort `Type 1` in the application
  LinearMap.commute_mulLeft_right ℚ U
```

What went wrong. The error is in how a library lemma is applied. The proof needs the fact that left multiplication by `U` commutes with right multiplication by `V`, and asks for it as `LinearMap.commute_mulLeft_right ℚ U V`. But the explicit argument this lemma takes after `ℚ` is a type, and `U` is an element of `A`, so Lean rejects the application.

The repair does without the lemma and proves the fact on the spot, as `hc`. Unfolding `Commute` and `SemiconjBy` leaves an equation between two products of linear maps, and `LinearMap.ext` reduces it to their values at an arbitrary `x`. There it says that `U * (x * V)` equals `U * x * V`, which is `mul_assoc U x V` read from right to left. `hc` then takes the place of the faulty term in the call to `apply_eq_of_pow_apply_eq`, and the rest of the proof stands as it was.

The change, after which it compiles:

```diff
@@ -93,5 +93,9 @@
     rw [e, LinearMap.pow_mulRight, hn]
     exact LinearMap.ext fun x => by simp
-  have key := apply_eq_of_pow_apply_eq hL hR (LinearMap.commute_mulLeft_right ℚ U V) hm
+  have hc : Commute (LinearMap.mulLeft ℚ U : Module.End ℚ A) (LinearMap.mulRight ℚ V) := by
+    unfold Commute SemiconjBy
+    refine LinearMap.ext fun x => ?_
+    exact (mul_assoc U x V).symm
+  have key := apply_eq_of_pow_apply_eq hL hR hc hm
     (x := X) (by rw [LinearMap.pow_mulLeft, LinearMap.pow_mulRight]; simpa using h)
   simpa using key
```
